# A diagonal oscillator matrix ρ stays diagonal when sandwiched as a†ρa

On the lowest `N` levels of a harmonic oscillator, let a be the truncated lowering operator, with entry √j taking level j to level j − 1, and let ρ be a diagonal matrix with entries `P k`. The theorem says that a†ρa is again diagonal, with entry k · `P (k - 1)` at each level k ≥ 1 and zero at level 0. The values `P k` are arbitrary complex numbers, so ρ need not be normalised or positive. The proof compares the two sides entry by entry: off the diagonal every term of the sum vanishes, on the diagonal at k ≥ 1 only the term from level k − 1 survives, and level 0 is treated separately.

The failing Lean file:

```lean
import Mathlib

open Matrix Filter Topology
open scoped ComplexOrder

noncomputable section

namespace RaiseSandwich

/-- The lowering operator `a` on the lowest `N` oscillator levels. -/
def lower (N : ℕ) : Matrix (Fin N) (Fin N) ℂ :=
  Matrix.of fun i j => if (i : ℕ) + 1 = (j : ℕ) then ((√((j : ℕ) : ℝ) : ℝ) : ℂ) else 0

/-- For diagonal `ρ`, the matrix `a* ρ a` is diagonal: its entry at level `k ≥ 1` is `k` times the
entry of `ρ` at level `k - 1`, and its entry at level 0 is zero. -/
theorem raise_sandwich (N : ℕ) (P : ℕ → ℂ) :
    (lower N)ᴴ * diagonal (fun k : Fin N => P k) * lower N =
      diagonal fun i : Fin N => ((i : ℕ) : ℂ) * P ((i : ℕ) - 1) := by
  ext i j
  rw [Matrix.mul_apply]
  simp only [mul_diagonal, conjTranspose_apply, diagonal_apply, lower, of_apply]
  rcases eq_or_ne i j with rfl | hij
  · rw [if_pos rfl]
    rcases Nat.eq_zero_or_pos (i : ℕ) with h | h
    · rw [h, Nat.cast_zero, zero_mul]
      refine Finset.sum_eq_zero fun k _ => ?_
      have hne : ¬ ((k : ℕ) + 1 = 0) := by omega
      simp only [hne, if_false, mul_zero]
    · have hlt : (i : ℕ) - 1 < N := by have := i.isLt; omega
      rw [Finset.sum_eq_single (⟨(i : ℕ) - 1, hlt⟩ : Fin N)]
      · have hs : ((√((i : ℕ) : ℝ) : ℝ) : ℂ) * ((√((i : ℕ) : ℝ) : ℝ) : ℂ) = ((i : ℕ) : ℂ) := by
          rw [← Complex.ofReal_mul, Real.mul_self_sqrt (Nat.cast_nonneg _),
            Complex.ofReal_natCast]
        have he : (i : ℕ) - 1 + 1 = (i : ℕ) := by omega
        simp only [he, ↓reduceIte, Complex.star_def, Complex.conj_ofReal]
        linear_combination P ((i : ℕ) - 1) * hs
      · intro k _ hk
        have hne : ¬ ((k : ℕ) + 1 = (i : ℕ)) := fun e =>
          hk (Fin.ext (show (k : ℕ) = (i : ℕ) - 1 by omega))
        simp only [hne, if_false, mul_zero]
      · intro hk
        exact absurd (Finset.mem_univ _) hk
  · rw [if_neg hij]
    refine Finset.sum_eq_zero fun k _ => ?_
    have hv : (i : ℕ) ≠ (j : ℕ) := fun e => hij (Fin.ext e)
    by_cases h : (k : ℕ) + 1 = (j : ℕ)
    · have hne : ¬ ((k : ℕ) + 1 = (i : ℕ)) := by omega
      simp only [hne, if_false, star_zero, zero_mul]
    · simp only [h, if_false, mul_zero]

end RaiseSandwich
```

Compiling this gives:

```
Main.lean:25:28: error: Tactic `rewrite` failed: Did not find an occurrence of the pattern
  0 * ?a
in the target expression
  (∑ j, star (if ↑j + 1 = 0 then ↑√0 else 0) * P ↑j * if ↑j + 1 = 0 then ↑√0 else 0) = ↑0 * P (0 - 1)

case inl.inl
N : ℕ
P : ℕ → ℂ
i : Fin N
h : ↑i = 0
⊢ (∑ j, star (if ↑j + 1 = 0 then ↑√0 else 0) * P ↑j * if ↑j + 1 = 0 then ↑√0 else 0) = ↑0 * P (0 - 1)
```

After these edits no error is left:

```diff
@@ -23,5 +23,6 @@
   · rw [if_pos rfl]
     rcases Nat.eq_zero_or_pos (i : ℕ) with h | h
-    · rw [h, Nat.cast_zero, zero_mul]
+    · rw [h]
+      simp only [Nat.cast_zero, zero_mul]
       refine Finset.sum_eq_zero fun k _ => ?_
       have hne : ¬ ((k : ℕ) + 1 = 0) := by omega
```

Diagnosis. The error is in the level-0 case. After `rw [h]` puts 0 for the level number, the goal contains the natural number 0 cast to two types: to the reals inside the square roots, and to the complex numbers in the factor on the right.

`Nat.cast_zero` holds for many target types, but a single `rw` step settles on one type at its first match and rewrites only the instances that agree with it. Here it settled on the reals. The message shows the result: the roots have become `√0`, while the right side is still `↑0 * P (0 - 1)`. The next step, `zero_mul`, looks for a product of the form `0 * ?a`, and the uncast `0` it needs is not there.

The repair keeps `rw [h]` and hands the other two lemmas to `simp only`, which can use `Nat.cast_zero` afresh at each type. The complex cast then also becomes `0`, and `zero_mul` reduces the right side to zero, as the following `Finset.sum_eq_zero` requires.
